# No positive constant bounds σ(A)σ(B) from below over all states in nonzero finite dimension

Represent position and momentum by Hermitian matrices in a truncated orthonormal basis, and check $\sigma(x)\sigma(p)\ge\hbar/2$ on every normalised vector, with $x^2$ and $p^2$ computed as the squares of these matrices. The check fails at an eigenvector of the matrix for $x$, however large the basis. Someone who expects a fixed positive floor will look for a bug that isn't there: in nonzero finite dimension, every Hermitian matrix $A$ has states with $\sigma(A)=0$, and the product vanishes in them. The Robertson bound $\tfrac12|\langle[A,B]\rangle|$ is no fixed positive floor either: it vanishes there too.

In Lean 4 with Mathlib:

```lean
import Mathlib

open Matrix

namespace NoStateIndependentProductBound

noncomputable section

variable {n : Type*} [Fintype n]
```

The finite type `n` labels the basis states, so its number of elements is the dimension. A state is a vector `ψ : n → ℂ`. Only pure states are treated, and normalisation is a hypothesis where it is needed.

```lean
/-- The expectation value `⟨ψ, A ψ⟩` of a matrix `A` in the state `ψ`. -/
def expect (A : Matrix n n ℂ) (ψ : n → ℂ) : ℂ := star ψ ⬝ᵥ A *ᵥ ψ
```

`star` conjugates, `*ᵥ` applies a matrix to a vector, and `⬝ᵥ` sums products of components. This is $\langle A\rangle=\psi^\dagger A\psi$, a complex number for a general matrix.

```lean
/-- The standard deviation of `A` in the state `ψ`: the length of `(A - ⟨A⟩) ψ`. -/
def sigma (A : Matrix n n ℂ) (ψ : n → ℂ) : ℝ :=
  √(∑ i, ‖(A *ᵥ ψ - expect A ψ • ψ) i‖ ^ 2)
```

This is $\sigma(A)=\lVert(A-\langle A\rangle)\psi\rVert$, a nonnegative real number defined for any matrix.

```lean
/-- A Hermitian matrix can be moved from one side of the inner product to the other. -/
theorem star_mulVec_dot {A : Matrix n n ℂ} (hA : A.IsHermitian) (ψ φ : n → ℂ) :
    star (A *ᵥ ψ) ⬝ᵥ φ = star ψ ⬝ᵥ A *ᵥ φ := by
  rw [Matrix.star_mulVec, hA.eq, ← Matrix.dotProduct_mulVec]
```

The hypothesis `hA` says $A^\dagger=A$. Hence $(A\psi)^\dagger\varphi=\psi^\dagger A^\dagger\varphi=\psi^\dagger A\varphi$, and the rewrites follow these two steps.

```lean
/-- The expectation value of a Hermitian matrix is real. -/
theorem expect_real {A : Matrix n n ℂ} (hA : A.IsHermitian) (ψ : n → ℂ) :
    ((expect A ψ).re : ℂ) = expect A ψ := by
  apply Complex.conj_eq_iff_re.mp
  have h : star (A *ᵥ ψ) ⬝ᵥ ψ = star (star ψ ⬝ᵥ A *ᵥ ψ) := by
    rw [Matrix.star_dotProduct]
  exact h.symm.trans (star_mulVec_dot hA ψ ψ)
```

The real part of $\langle A\rangle$, read as a complex number, equals $\langle A\rangle$. By hand, $\langle A\rangle^*=(A\psi)^\dagger\psi=\psi^\dagger A\psi=\langle A\rangle$, where the middle step is the previous lemma.

```lean
/-- For a Hermitian matrix and a unit vector, `σ(A)² = ⟨A²⟩ - ⟨A⟩²`. -/
theorem sigma_sq {A : Matrix n n ℂ} (hA : A.IsHermitian) {ψ : n → ℂ}
    (hψ : star ψ ⬝ᵥ ψ = 1) :
    (sigma A ψ : ℂ) ^ 2 = expect (A * A) ψ - expect A ψ ^ 2 := by
  have hv : ∀ v : n → ℂ, ((∑ i, ‖v i‖ ^ 2 : ℝ) : ℂ) = star v ⬝ᵥ v := by
    intro v
    simp only [dotProduct, Pi.star_apply]
    push_cast
    exact Finset.sum_congr rfl fun i _ => (Complex.conj_mul' (v i)).symm
  have h2 : expect (A * A) ψ = star ψ ⬝ᵥ A *ᵥ (A *ᵥ ψ) := by
    simp only [expect, Matrix.mulVec_mulVec]
  have he : star ψ ⬝ᵥ A *ᵥ ψ = expect A ψ := rfl
  rw [← Complex.ofReal_pow, sigma, Real.sq_sqrt (by positivity), hv, h2]
  -- expand the squared length of `(A - ⟨A⟩) ψ`
  simp only [star_sub, star_smul, sub_dotProduct, dotProduct_sub, smul_dotProduct,
    dotProduct_smul, smul_eq_mul, star_mulVec_dot hA, hψ, he]
  ring
```

For unit $\psi$ the definition gives the usual variance. With $a=\langle A\rangle$,

$$\begin{aligned}\sigma(A)^2&=(A\psi)^\dagger A\psi-a\,(A\psi)^\dagger\psi-a^*\psi^\dagger A\psi+a^*a\,\psi^\dagger\psi\\&=\langle A^2\rangle-a^2-a^*a+a^*a=\langle A^2\rangle-\langle A\rangle^2.\end{aligned}$$

The long `simp only` expands the product, and `ring` cancels the terms.

```lean
/-- The standard deviation of `A` vanishes exactly when `A ψ = ⟨A⟩ ψ`. -/
theorem sigma_eq_zero_iff (A : Matrix n n ℂ) (ψ : n → ℂ) :
    sigma A ψ = 0 ↔ A *ᵥ ψ = expect A ψ • ψ := by
  have hs : ∀ i ∈ (Finset.univ : Finset n),
      0 ≤ ‖(A *ᵥ ψ - expect A ψ • ψ) i‖ ^ 2 := fun i _ => sq_nonneg _
  rw [sigma, Real.sqrt_eq_zero (Finset.sum_nonneg hs),
    Finset.sum_eq_zero_iff_of_nonneg hs]
  constructor
  · intro h
    ext i
    have h' := norm_eq_zero.mp
      ((pow_eq_zero_iff two_ne_zero).mp (h i (Finset.mem_univ i)))
    exact sub_eq_zero.mp h'
  · intro h i _
    rw [h, sub_self]
    simp
```

A sum of squares $\sum_i|((A-\langle A\rangle)\psi)_i|^2$ is zero exactly when every term is zero. So $\sigma(A)=0$ means $A\psi=\langle A\rangle\psi$, which for a unit vector says that $\psi$ is an eigenvector. The two bullets prove the two directions.

```lean
/-- If a Hermitian matrix `A` has no spread in the state `ψ`, then its commutator with
any matrix `B` has expectation value zero there. -/
theorem expect_commutator_eq_zero {A : Matrix n n ℂ} (hA : A.IsHermitian)
    (B : Matrix n n ℂ) {ψ : n → ℂ} (h0 : sigma A ψ = 0) :
    expect (A * B - B * A) ψ = 0 := by
  have h := (sigma_eq_zero_iff A ψ).mp h0
  have hr : star (expect A ψ) = expect A ψ :=
    Complex.conj_eq_iff_re.mpr (expect_real hA ψ)
  -- `A` acts to the left as the number `⟨A⟩`
  have h1 : expect (A * B) ψ = expect A ψ * expect B ψ := by
    calc expect (A * B) ψ = star (A *ᵥ ψ) ⬝ᵥ B *ᵥ ψ := by
          simp only [expect, star_mulVec_dot hA, Matrix.mulVec_mulVec]
      _ = expect A ψ * expect B ψ := by
          rw [h, star_smul, smul_dotProduct, hr, smul_eq_mul]
          rfl
  -- and to the right as the same number
  have h2 : expect (B * A) ψ = expect A ψ * expect B ψ := by
    calc expect (B * A) ψ = star ψ ⬝ᵥ B *ᵥ (A *ᵥ ψ) := by
          simp only [expect, Matrix.mulVec_mulVec]
      _ = expect A ψ * expect B ψ := by
          rw [h, Matrix.mulVec_smul, dotProduct_smul, smul_eq_mul]
          rfl
  have h3 : expect (A * B - B * A) ψ = expect (A * B) ψ - expect (B * A) ψ := by
    simp only [expect, Matrix.sub_mulVec, dotProduct_sub]
  rw [h3, h1, h2, sub_self]
```

Let $\sigma(A)=0$ and $a=\langle A\rangle$, which is real. Then

$$\langle AB\rangle=(A\psi)^\dagger B\psi=a^*\langle B\rangle=a\langle B\rangle,\qquad \langle BA\rangle=\psi^\dagger B(a\psi)=a\langle B\rangle.$$

Subtraction gives $\langle[A,B]\rangle=0$. The steps `h1` and `h2` are these two calculations; $B$ need not be Hermitian.

```lean
/-- For a Hermitian matrix `A` there is an orthonormal basis of states in each of which
`σ(A) = 0` and `⟨[A, B]⟩ = 0` for every matrix `B`. -/
theorem exists_basis_sigma_eq_zero [DecidableEq n] {A : Matrix n n ℂ}
    (hA : A.IsHermitian) :
    ∃ b : n → n → ℂ, (∀ i j, star (b i) ⬝ᵥ b j = if i = j then 1 else 0) ∧
      ∀ i, sigma A (b i) = 0 ∧ ∀ B, expect (A * B - B * A) (b i) = 0 := by
  have ho : ∀ i j, star (hA.eigenvectorBasis i).ofLp ⬝ᵥ (hA.eigenvectorBasis j).ofLp
      = if i = j then (1 : ℂ) else 0 := by
    intro i j
    have h := orthonormal_iff_ite.mp hA.eigenvectorBasis.orthonormal i j
    rw [EuclideanSpace.inner_eq_star_dotProduct, dotProduct_comm] at h
    exact h
  have hs : ∀ i, sigma A (hA.eigenvectorBasis i).ofLp = 0 := by
    intro i
    have hev : A *ᵥ (hA.eigenvectorBasis i).ofLp
        = (hA.eigenvalues i : ℂ) • (hA.eigenvectorBasis i).ofLp :=
      (hA.mulVec_eigenvectorBasis i).trans (by ext k; simp)
    have he : expect A (hA.eigenvectorBasis i).ofLp = (hA.eigenvalues i : ℂ) := by
      rw [expect, hev, dotProduct_smul, ho i i, if_pos rfl, smul_eq_mul, mul_one]
    rw [sigma_eq_zero_iff, he, hev]
  exact ⟨fun i => (hA.eigenvectorBasis i).ofLp, ho,
    fun i => ⟨hs i, fun B => expect_commutator_eq_zero hA B (hs i)⟩⟩
```

The spectral theorem, available in Mathlib as `eigenvectorBasis`, supplies orthonormal vectors $b_i$ with $Ab_i=\lambda_ib_i$. In the state $b_i$,

$$\langle A\rangle=\lambda_i\,b_i^\dagger b_i=\lambda_i,$$

so $Ab_i=\langle A\rangle b_i$. The two preceding results then give $\sigma(A)=0$ and $\langle[A,B]\rangle=0$. In the code, `ho` is orthonormality and `he` is $\langle A\rangle=\lambda_i$.

```lean
/-- In nonzero finite dimension every Hermitian matrix `A` has a unit vector with
`σ(A) = 0` and `⟨[A, B]⟩ = 0` for every matrix `B`. -/
theorem exists_unit_sigma_eq_zero [Nonempty n] {A : Matrix n n ℂ} (hA : A.IsHermitian) :
    ∃ ψ : n → ℂ, star ψ ⬝ᵥ ψ = 1 ∧ sigma A ψ = 0 ∧
      ∀ B, expect (A * B - B * A) ψ = 0 := by
  classical
  obtain ⟨b, hb, h⟩ := exists_basis_sigma_eq_zero hA
  let i : n := Classical.arbitrary n
  exact ⟨b i, (hb i i).trans (if_pos rfl), h i⟩
```

`[Nonempty n]` says that the dimension is at least one, so there is an index $i$ to pick, and $\psi=b_i$ is a unit vector with both properties. Since `∀ B` comes after `∃ ψ`, one state serves for every $B$ at once.

```lean
/-- In nonzero finite dimension no positive constant bounds `σ(A) σ(B)` from below in
all unit vectors, for `A` Hermitian and `B` any matrix. -/
theorem no_positive_product_bound [Nonempty n] {A : Matrix n n ℂ} (hA : A.IsHermitian)
    (B : Matrix n n ℂ) :
    ¬ ∃ c : ℝ, 0 < c ∧ ∀ ψ : n → ℂ, star ψ ⬝ᵥ ψ = 1 → c ≤ sigma A ψ * sigma B ψ := by
  rintro ⟨c, hc, h⟩
  obtain ⟨ψ, hψ, h0, -⟩ := exists_unit_sigma_eq_zero hA
  have h1 := h ψ hψ
  rw [h0, zero_mul] at h1
  linarith
```

Suppose $c>0$ and $c\le\sigma(A)\sigma(B)$ in every unit state. In the state just found this reads $c\le0\cdot\sigma(B)=0$, a contradiction, which `linarith` closes. The theorem concerns matrices only, so it doesn't conflict with the $\hbar/2$ bound for position and momentum in infinite dimension.

```lean
/-- The Pauli matrix `X`. -/
def pauliX : Matrix (Fin 2) (Fin 2) ℂ := !![0, 1; 1, 0]

/-- The Pauli matrix `Y`. -/
def pauliY : Matrix (Fin 2) (Fin 2) ℂ := !![0, -Complex.I; Complex.I, 0]

/-- The Pauli matrix `Z`. -/
def pauliZ : Matrix (Fin 2) (Fin 2) ℂ := !![1, 0; 0, -1]
```

These are the Pauli matrices, written row by row with semicolons between rows. `Fin 2` has the indices 0 and 1.

```lean
/-- In every unit qubit state `σ(X)² + σ(Y)² = 1 + ⟨Z⟩²`. -/
theorem pauli_variance_sum {ψ : Fin 2 → ℂ} (hψ : star ψ ⬝ᵥ ψ = 1) :
    sigma pauliX ψ ^ 2 + sigma pauliY ψ ^ 2 = 1 + (expect pauliZ ψ).re ^ 2 := by
  have hX : pauliX.IsHermitian := by
    ext i j; fin_cases i <;> fin_cases j <;> simp [pauliX]
  have hY : pauliY.IsHermitian := by
    ext i j; fin_cases i <;> fin_cases j <;> simp [pauliY]
  have hZ : pauliZ.IsHermitian := by
    ext i j; fin_cases i <;> fin_cases j <;> simp [pauliZ]
  have hXX : pauliX * pauliX = 1 := by
    ext i j; fin_cases i <;> fin_cases j <;> simp [pauliX, Matrix.mul_apply]
  have hYY : pauliY * pauliY = 1 := by
    ext i j; fin_cases i <;> fin_cases j <;> simp [pauliY, Matrix.mul_apply]
  have h1 : expect 1 ψ = 1 := by rw [expect, Matrix.one_mulVec, hψ]
  have hN : star (ψ 0) * ψ 0 + star (ψ 1) * ψ 1 = 1 := by
    simpa only [dotProduct, Fin.sum_univ_two, Pi.star_apply] using hψ
  -- the three components of the Bloch vector
  have ex : expect pauliX ψ = star (ψ 0) * ψ 1 + star (ψ 1) * ψ 0 := by
    simp [expect, pauliX, dotProduct, Matrix.mulVec, Fin.sum_univ_two]
  have ey : expect pauliY ψ
      = Complex.I * (star (ψ 1) * ψ 0 - star (ψ 0) * ψ 1) := by
    simp [expect, pauliY, dotProduct, Matrix.mulVec, Fin.sum_univ_two]
    ring
  have ez : expect pauliZ ψ = star (ψ 0) * ψ 0 - star (ψ 1) * ψ 1 := by
    simp [expect, pauliZ, dotProduct, Matrix.mulVec, Fin.sum_univ_two]
    ring
  apply Complex.ofReal_injective
  push_cast
  rw [sigma_sq hX hψ, sigma_sq hY hψ, expect_real hZ, hXX, hYY, h1, ex, ey, ez]
  -- the Bloch vector of a unit state has length one
  linear_combination (-(star (ψ 0) * ψ 0 + star (ψ 1) * ψ 1 + 1)) * hN
    - (star (ψ 1) * ψ 0 - star (ψ 0) * ψ 1) ^ 2 * Complex.I_sq
```

Since $X^2=Y^2=1$, the variance formula gives $\sigma(X)^2+\sigma(Y)^2=2-\langle X\rangle^2-\langle Y\rangle^2$. The components of $\psi$ give

$$\langle X\rangle=\psi_0^*\psi_1+\psi_1^*\psi_0,\quad \langle Y\rangle=i(\psi_1^*\psi_0-\psi_0^*\psi_1),\quad \langle Z\rangle=|\psi_0|^2-|\psi_1|^2.$$

Therefore $\langle X\rangle^2+\langle Y\rangle^2=4|\psi_0|^2|\psi_1|^2$, while normalisation gives $\langle Z\rangle^2=1-4|\psi_0|^2|\psi_1|^2$. The sum of variances is thus $1+\langle Z\rangle^2$. The final `linear_combination` does this algebra from normalisation, `hN`, and $i^2=-1$.

```lean
/-- The sum of the variances of `X` and `Y` is at least one in every unit qubit state. -/
theorem one_le_pauli_variance_sum {ψ : Fin 2 → ℂ} (hψ : star ψ ⬝ᵥ ψ = 1) :
    1 ≤ sigma pauliX ψ ^ 2 + sigma pauliY ψ ^ 2 := by
  rw [pauli_variance_sum hψ]
  linarith [sq_nonneg (expect pauliZ ψ).re]

end

end NoStateIndependentProductBound
```

Because $\langle Z\rangle^2\ge0$, the sum is at least 1 in every pure qubit state. The product $\sigma(X)\sigma(Y)$ has no such floor: in $(1,1)/\sqrt2$, an eigenvector of $X$, $\sigma(X)=0$ and $\sigma(Y)=1$.

```lean
#print axioms NoStateIndependentProductBound.no_positive_product_bound
#print axioms NoStateIndependentProductBound.one_le_pauli_variance_sum
```

```
'NoStateIndependentProductBound.no_positive_product_bound' depends on axioms: [propext, Classical.choice, Quot.sound]
'NoStateIndependentProductBound.one_le_pauli_variance_sum' depends on axioms: [propext, Classical.choice, Quot.sound]
```
